# A Fourier rod with separable conductivity does not rectify heat

Take a rod on $[0,1]$ with conductivity $2T$, the same at every position. Fourier's law with constant flux $J$ reads $2TT'=-J$, that is, $(T^2)'=-J$. Integration gives $J=T(0)^2-T(1)^2$. With ends at 2 and 1 the flux is 3; with the ends exchanged it is $-3$. The flux is a difference of one function at the two ends, so exchanging them only changes its sign.

## From the Kirchhoff potential to flux reversal

Let the rod occupy $[0,L]$ with $L>0$, and let the conductivity be $\kappa(x,T)=a(x)\,b(T)$, with $a$ continuous and positive on the rod and $b$ continuous. Suppose $T$ is a steady profile with flux $J$:
$$a(x)\,b(T(x))\,T'(x)=-J.$$
Define the Kirchhoff potential $\Phi(y)=\int_0^y b(t)\,dt$. By the chain rule,
$$\frac{d}{dx}\Phi(T(x))=b(T(x))\,T'(x)=-\frac{J}{a(x)}.$$
Integrate over the rod and write $R=\int_0^L dx/a(x)$:
$$JR=\Phi(T(0))-\Phi(T(L))=\int_{T(L)}^{T(0)}b(t)\,dt.$$
Let $U$ be a second steady profile, with flux $J'$ and exchanged ends, $U(0)=T(L)$ and $U(L)=T(0)$. Then
$$J'R=\int_{T(0)}^{T(L)}b(t)\,dt=-JR.$$
Since $1/a$ is positive, $R>0$, and therefore $J'=-J$.

In a simulation of this model, unequal flux magnitudes after such an exchange therefore show that at least one of the two computed fluxes is not exact.

## Steady profiles and resistance in Lean

```lean
import Mathlib

open Set

namespace ThermalRectification

noncomputable section
```

The definition of a steady profile asks for a derivative `g` at each point, one-sided at the ends, that satisfies Fourier's law. Continuity of $T'$ is not required. Positive `J` means heat flowing towards increasing $x$.

```lean
/-- A steady temperature profile `T` on the rod `[0, L]` with conductivity `κ x T` and
constant heat flux `J`: Fourier's law `κ T' = -J` holds at every point. -/
def IsSteadyProfile (L : ℝ) (κ : ℝ → ℝ → ℝ) (T : ℝ → ℝ) (J : ℝ) : Prop :=
  ∀ x ∈ Icc 0 L, ∃ g, HasDerivWithinAt T g (Icc 0 L) x ∧ κ x (T x) * g = -J

/-- The conductivity `a(x) b(T)`, a product of a position factor and a temperature factor. -/
def separable (a b : ℝ → ℝ) (x t : ℝ) : ℝ := a x * b t
```

The quantity $R$ is `resistance`. It contains only the position factor, so it is the same for both profiles.

```lean
/-- The integral of `1 / a` along the rod. -/
def resistance (L : ℝ) (a : ℝ → ℝ) : ℝ := ∫ x in (0 : ℝ)..L, (a x)⁻¹
```

Its positivity follows from the integral of a continuous positive function over an interval of positive length.

```lean
/-- A rod of positive length with a continuous positive position factor has positive
resistance. -/
theorem resistance_pos {L : ℝ} {a : ℝ → ℝ} (hL : 0 < L)
    (ha : ContinuousOn a (Icc 0 L)) (hpos : ∀ x ∈ Icc 0 L, 0 < a x) :
    0 < resistance L a := by
  have hc : ContinuousOn (fun x => (a x)⁻¹) (Icc 0 L) :=
    ha.inv₀ fun x hx => (hpos x hx).ne'
  exact intervalIntegral.intervalIntegral_pos_of_pos_on
    (hc.intervalIntegrable_of_Icc hL.le)
    (fun x hx => inv_pos.2 (hpos x (Ioo_subset_Icc_self hx))) hL
```

## The flux identity and its consequences

The next theorem is $JR=\int_{T(L)}^{T(0)}b$. In its proof, `hΦ` differentiates the Kirchhoff potential, `hder` applies the chain rule and Fourier's law in the interior, and `key` is the fundamental theorem of calculus. Finally, `hsub` combines the two end values of the potential into one integral.

```lean
/-- Flux times resistance equals the integral of the temperature factor `b` between the
two end temperatures. -/
theorem flux_mul_resistance {L J : ℝ} {a b T : ℝ → ℝ} (hL : 0 < L)
    (ha : ContinuousOn a (Icc 0 L)) (hpos : ∀ x ∈ Icc 0 L, 0 < a x)
    (hb : Continuous b) (hT : IsSteadyProfile L (separable a b) T J) :
    J * resistance L a = ∫ t in (T L)..(T 0), b t := by
  have hc : ContinuousOn (fun x => (a x)⁻¹) (Icc 0 L) :=
    ha.inv₀ fun x hx => (hpos x hx).ne'
  have hTc : ContinuousOn T (Icc 0 L) := fun x hx => by
    obtain ⟨g, hg, _⟩ := hT x hx
    exact hg.continuousWithinAt
  -- the Kirchhoff potential is a primitive of `b`
  have hΦ : ∀ y, HasDerivAt (fun y => ∫ t in (0 : ℝ)..y, b t) (b y) y := fun y =>
    (hb.integral_hasStrictDerivAt 0 y).hasDerivAt
  have hΦc : Continuous (fun y => ∫ t in (0 : ℝ)..y, b t) :=
    continuous_iff_continuousAt.2 fun y => (hΦ y).continuousAt
  -- along the profile its slope is `-J / a`
  have hder : ∀ x ∈ Ioo 0 L,
      HasDerivAt (fun x => ∫ t in (0 : ℝ)..(T x), b t) (-J * (a x)⁻¹) x := by
    intro x hx
    obtain ⟨g, hg, hJ⟩ := hT x (Ioo_subset_Icc_self hx)
    have hg' : HasDerivAt T g x := hg.hasDerivAt (Icc_mem_nhds hx.1 hx.2)
    have hJ' : a x * b (T x) * g = -J := hJ
    have hax : a x ≠ 0 := (hpos x (Ioo_subset_Icc_self hx)).ne'
    have e : b (T x) * g = -J * (a x)⁻¹ := by
      rw [← hJ']
      field_simp
    rw [← e]
    exact (hΦ (T x)).comp x hg'
  have key := intervalIntegral.integral_eq_sub_of_hasDerivAt_of_le hL.le
    (hΦc.comp_continuousOn hTc) hder
    ((continuousOn_const.mul hc).intervalIntegrable_of_Icc hL.le)
  rw [intervalIntegral.integral_const_mul] at key
  have hsub := intervalIntegral.integral_interval_sub_left
    (hb.intervalIntegrable (μ := MeasureTheory.volume) 0 (T 0))
    (hb.intervalIntegrable (μ := MeasureTheory.volume) 0 (T L))
  rw [← hsub]
  unfold resistance
  simp only [Function.comp_apply] at key
  linarith
```

For the main theorem, the identity is applied to both profiles, `integral_symm` supplies the minus sign, and the positive resistance is cancelled.

```lean
/-- No rectification: for a separable conductivity, exchanging the two end temperatures
reverses the heat flux and leaves its magnitude unchanged. -/
theorem no_rectification {L J J' : ℝ} {a b T U : ℝ → ℝ} (hL : 0 < L)
    (ha : ContinuousOn a (Icc 0 L)) (hpos : ∀ x ∈ Icc 0 L, 0 < a x)
    (hb : Continuous b)
    (hT : IsSteadyProfile L (separable a b) T J)
    (hU : IsSteadyProfile L (separable a b) U J')
    (h0 : U 0 = T L) (h1 : U L = T 0) : J' = -J := by
  have e1 := flux_mul_resistance hL ha hpos hb hT
  have e2 := flux_mul_resistance hL ha hpos hb hU
  -- exchanging the ends exchanges the limits of integration
  rw [h0, h1, intervalIntegral.integral_symm, ← e1] at e2
  apply mul_right_cancel₀ (resistance_pos hL ha hpos).ne'
  linarith
```

Both profiles are hypotheses; their existence is not derived. Temperatures are arbitrary real numbers, and `b` is continuous on the whole real line but need not be positive. The law $b(T)=1/T$ is not continuous at zero, but the theorems cover it for profiles with positive temperatures: below the lowest temperature $m$ that occurs, replace $b$ by the constant $1/m$, which changes nothing on the profiles. Positivity between the end temperatures matters for the direction of the flux: if $J\le 0$, then $JR\le 0$, which contradicts a positive integral.

```lean
/-- If the left end is hotter and `b` is positive between the end temperatures, the heat
flux is positive, that is, directed from left to right. -/
theorem flux_pos_of_hot_left {L J : ℝ} {a b T : ℝ → ℝ} (hL : 0 < L)
    (ha : ContinuousOn a (Icc 0 L)) (hpos : ∀ x ∈ Icc 0 L, 0 < a x)
    (hb : Continuous b) (hbpos : ∀ t ∈ Ioo (T L) (T 0), 0 < b t)
    (hT : IsSteadyProfile L (separable a b) T J) (hot : T L < T 0) : 0 < J := by
  have h := intervalIntegral.intervalIntegral_pos_of_pos_on
    (hb.intervalIntegrable _ _) hbpos hot
  rw [← flux_mul_resistance hL ha hpos hb hT] at h
  have hR := resistance_pos hL ha hpos
  by_contra hJ
  nlinarith [mul_nonneg (neg_nonneg.2 (not_lt.1 hJ)) hR.le]
```

The model has no contact resistance, and continuity of `a` excludes abrupt junctions between materials. A definition that requires $T$ to be continuous but imposes Fourier's law only away from finitely many junctions would admit layered rods in perfect thermal contact. If all layers share the same temperature factor $b$, the integration by hand proceeds layer by layer and again gives $J'=-J$. Layers whose temperature factors are not proportional to each other do not form a separable conductivity, and such a rod can rectify.

## Square-root profiles between temperatures 2 and 1

For $\kappa=2T/(1+2x)$ on $[0,1]$, put $T^2=c+k(x+x^2)$. Then $2TT'=k(1+2x)$, so $\kappa T'=k$ and the flux is $-k$.

```lean
/-- The temperature profile `√(c + k (x + x²))`. -/
def rootProfile (c k x : ℝ) : ℝ := √(c + k * (x + x ^ 2))
```

The theorem assumes a positive radicand, which makes the square root differentiable.

```lean
/-- For conductivity `2T / (1 + 2x)` on `[0, 1]`, the root profile is steady with flux `-k`
as long as its radicand stays positive. -/
theorem rootProfile_steady (c k : ℝ) (h : ∀ x ∈ Icc (0 : ℝ) 1, 0 < c + k * (x + x ^ 2)) :
    IsSteadyProfile 1 (separable (fun x => (1 + 2 * x)⁻¹) (fun t => 2 * t))
      (rootProfile c k) (-k) := by
  intro x hx
  have hf : HasDerivAt (fun y : ℝ => c + k * (y + y ^ 2)) (k * (1 + 2 * x)) x := by
    have h1 := (((hasDerivAt_id' x).fun_add (hasDerivAt_pow 2 x)).const_mul k).const_add c
    exact h1.congr_deriv (by norm_num)
  have hs : √(c + k * (x + x ^ 2)) ≠ 0 := (Real.sqrt_pos.2 (h x hx)).ne'
  have hc : 1 + 2 * x ≠ 0 := by linarith [hx.1]
  have key : ∀ s d : ℝ, s ≠ 0 → d ≠ 0 → d⁻¹ * (2 * s) * (k * d / (2 * s)) = k := by
    intro s d hs hd
    field_simp
  exact ⟨_, (hf.sqrt (h x hx).ne').hasDerivWithinAt,
    (key _ _ hs hc).trans (neg_neg k).symm⟩
```

The choices $(c,k)=(4,-3/2)$ and $(1,3/2)$ give exchanged ends and opposite fluxes.

```lean
/-- Two explicit steady profiles for the conductivity `2T / (1 + 2x)` on `[0, 1]`, with
exchanged end temperatures 2 and 1 and with fluxes `3/2` and `-3/2`. -/
theorem no_rectification_witness :
    IsSteadyProfile 1 (separable (fun x => (1 + 2 * x)⁻¹) (fun t => 2 * t))
      (rootProfile 4 (-(3 / 2))) (3 / 2) ∧
    IsSteadyProfile 1 (separable (fun x => (1 + 2 * x)⁻¹) (fun t => 2 * t))
      (rootProfile 1 (3 / 2)) (-(3 / 2)) ∧
    rootProfile 4 (-(3 / 2)) 0 = 2 ∧ rootProfile 4 (-(3 / 2)) 1 = 1 ∧
    rootProfile 1 (3 / 2) 0 = 1 ∧ rootProfile 1 (3 / 2) 1 = 2 := by
  have h4 : √(4 : ℝ) = 2 := by
    rw [show (4 : ℝ) = 2 ^ 2 by norm_num]
    exact Real.sqrt_sq (by norm_num)
  refine ⟨?_, rootProfile_steady _ _ fun x hx => ?_, ?_, ?_, ?_, ?_⟩
  · have h := rootProfile_steady 4 (-(3 / 2)) fun x hx => by nlinarith [hx.1, hx.2]
    rwa [neg_neg] at h
  · nlinarith [hx.1, sq_nonneg x]
  all_goals unfold rootProfile
  · rw [show (4 : ℝ) + -(3 / 2) * (0 + 0 ^ 2) = 4 by norm_num, h4]
  · rw [show (4 : ℝ) + -(3 / 2) * (1 + 1 ^ 2) = 1 by norm_num, Real.sqrt_one]
  · rw [show (1 : ℝ) + 3 / 2 * (0 + 0 ^ 2) = 1 by norm_num, Real.sqrt_one]
  · rw [show (1 : ℝ) + 3 / 2 * (1 + 1 ^ 2) = 4 by norm_num, h4]
```

## A coupled conductivity that rectifies

Without separability the conclusion can fail. The following conductivity mixes position and temperature.

```lean
/-- A conductivity in which position and temperature are coupled. -/
def coupled (x t : ℝ) : ℝ :=
  5 * (2 - x) * (1 + x) / (5 * (2 - x) * (1 + x) - 6 * (2 * x - 1) * (t + x - 2))
```

On the forward profile $T=2-x$, the term $T+x-2$ vanishes. Hence $\kappa=1$, $T'=-1$ and $J=1$.

```lean
/-- The linear profile falling from temperature 2 to temperature 1 on `[0, 1]`. -/
def forward (x : ℝ) : ℝ := 2 - x
```

The reverse profile $U$ has $U'=\tfrac12+3x-3x^2$. Substituting it into the denominator of $\kappa$ gives $(2-x)(1+x)(2+12x-12x^2)$, and the last factor is $4U'$. Thus $\kappa=5/(4U')$, so $\kappa U'=5/4$ and $J'=-5/4$.

```lean
/-- A cubic profile rising from temperature 1 to temperature 2 on `[0, 1]`. -/
def reverse (x : ℝ) : ℝ := 1 + x / 2 + 3 / 2 * x ^ 2 - x ^ 3
```

The failure does not come from a singular or negative conductivity. Both profiles are monotone, so their temperatures stay in $[1,2]$. At fixed $x$ the denominator is affine in temperature, and it is at least 4 at both $t=1$ and $t=2$; `e1` and `e2` express these two bounds.

```lean
/-- The coupled conductivity is continuous and positive for positions in `[0, 1]` and
temperatures in `[1, 2]`. -/
theorem coupled_regular :
    ContinuousOn (fun p : ℝ × ℝ => coupled p.1 p.2) (Icc 0 1 ×ˢ Icc 1 2) ∧
    ∀ x ∈ Icc (0 : ℝ) 1, ∀ t ∈ Icc (1 : ℝ) 2, 0 < coupled x t := by
  have hD : ∀ x ∈ Icc (0 : ℝ) 1, ∀ t ∈ Icc (1 : ℝ) 2,
      0 < 5 * (2 - x) * (1 + x) - 6 * (2 * x - 1) * (t + x - 2) := by
    rintro x ⟨h0, h1⟩ t ⟨h2, h3⟩
    -- the denominator is affine in `t` and at least 4 at both ends
    have e1 : 0 ≤ 23 * x - 17 * x ^ 2 := by nlinarith
    have e2 : 0 ≤ 6 + 11 * x - 17 * x ^ 2 := by nlinarith
    nlinarith [mul_nonneg (sub_nonneg.2 h3) e1, mul_nonneg (sub_nonneg.2 h2) e2]
  constructor
  · unfold coupled
    exact ContinuousOn.div (by fun_prop) (by fun_prop)
      fun p hp => (hD p.1 hp.1 p.2 hp.2).ne'
  · intro x hx t ht
    have h1 : 0 < 2 - x := by linarith [hx.2]
    have h2 : 0 < 1 + x := by linarith [hx.1]
    exact div_pos (by positivity) (hD x hx t ht)
```

The last theorem checks both profiles and their exchanged ends. The factorisation of the denominator is `hD`.

```lean
/-- For the coupled conductivity on `[0, 1]`, `forward` and `reverse` are steady profiles with
fluxes `1` and `-5/4`, and their end temperatures are exchanged. -/
theorem coupled_rectifies :
    IsSteadyProfile 1 coupled forward 1 ∧ IsSteadyProfile 1 coupled reverse (-(5 / 4)) ∧
    reverse 0 = forward 1 ∧ reverse 1 = forward 0 := by
  refine ⟨fun x hx => ?_, fun x hx => ?_, by norm_num [forward, reverse],
    by norm_num [forward, reverse]⟩
  all_goals
    have h1 : 0 < 2 - x := by linarith [hx.2]
    have h2 : 0 < 1 + x := by linarith [hx.1]
    have hP : 0 < 5 * (2 - x) * (1 + x) := by positivity
  · refine ⟨-1, ((hasDerivAt_id' x).const_sub 2).hasDerivWithinAt, ?_⟩
    unfold coupled forward
    rw [show 5 * (2 - x) * (1 + x) - 6 * (2 * x - 1) * (2 - x + x - 2)
      = 5 * (2 - x) * (1 + x) by ring, div_self hP.ne', one_mul]
  · have hd : HasDerivAt reverse (1 / 2 + 3 * x - 3 * x ^ 2) x := by
      have h := ((((hasDerivAt_id' x).div_const 2).const_add 1).fun_add
        ((hasDerivAt_pow 2 x).const_mul (3 / 2))).fun_sub (hasDerivAt_pow 3 x)
      exact h.congr_deriv (by norm_num; ring)
    refine ⟨_, hd.hasDerivWithinAt, ?_⟩
    -- on the reverse profile the denominator factorises
    have hq : 0 < 2 + 12 * x - 12 * x ^ 2 := by nlinarith [hx.1, hx.2]
    have hD : 5 * (2 - x) * (1 + x) - 6 * (2 * x - 1) * (reverse x + x - 2)
        = (2 - x) * (1 + x) * (2 + 12 * x - 12 * x ^ 2) := by
      unfold reverse
      ring
    unfold coupled
    rw [hD, div_mul_eq_mul_div, div_eq_iff (mul_pos (mul_pos h1 h2) hq).ne']
    ring

end

end ThermalRectification
```

```lean
#print axioms ThermalRectification.no_rectification
-- 'ThermalRectification.no_rectification' depends on axioms: [propext, Classical.choice, Quot.sound]
#print axioms ThermalRectification.flux_pos_of_hot_left
-- 'ThermalRectification.flux_pos_of_hot_left' depends on axioms: [propext, Classical.choice, Quot.sound]
#print axioms ThermalRectification.coupled_regular
-- 'ThermalRectification.coupled_regular' depends on axioms: [propext, Classical.choice, Quot.sound]
#print axioms ThermalRectification.coupled_rectifies
-- 'ThermalRectification.coupled_rectifies' depends on axioms: [propext, Classical.choice, Quot.sound]
```
